# Summed over all components and polarizations, the strength-weighted first-order Zeeman shifts of a vector-operator line cancel

Take a line from an s level to a p level, without spin. In a weak field along $z$ it splits into three components with shifts $g'$, $0$ and $-g'$, in units of $\mu_B B$. Summed over polarizations, their strengths are equal, so the mean shift is zero. The cancellation is just $\operatorname{tr}J'_z=0$ for the p level.

I believe the same holds when both levels split, with different $g$-factors and unequal strengths: the line as a whole stays unshifted, and its total strength doesn't depend on the direction of polarization. Can this be derived from the commutation relations alone, without Clebsch–Gordan tables, and checked by machine?

## Two scalars and a vanishing trace

Yes, given that the angular-momentum matrices are Hermitian. In the s–p case the strengths enter through $\sum_i D_iD_i^\dagger$, which is a multiple of the identity. For the mean shift it is enough in general that this matrix commutes with $J'$ and that its counterpart $\sum_i D_i^\dagger D_i$ commutes with $J$. The independence of polarization follows separately, from the trace of a commutator.

Let $J_i$ and $J'_i$ be the Hermitian angular-momentum matrices of the lower and upper level, with $\hbar=1$. Let the rectangular matrices $D_i$ map lower states to upper states and satisfy
$$J'_iD_j-D_jJ_i=i\sum_k\epsilon_{ijk}D_k .$$

**Adjoint.** The adjoint of this relation is $D_j^\dagger J'_i-J_iD_j^\dagger=-i\sum_k\epsilon_{ijk}D_k^\dagger$. After a change of sign, it says that the $D_i^\dagger$ form a vector operator from the upper level to the lower.

**Product rule.** Adding and subtracting $D_i^\dagger J'_kD_j$ gives
$$[J_k,D_i^\dagger D_j]=i\sum_l\left(\epsilon_{kil}D_l^\dagger D_j+\epsilon_{kjl}D_i^\dagger D_l\right).$$

**Isotropy.** Put $t_{ij}=\operatorname{tr}(D_i^\dagger D_j)$. A commutator of square matrices has zero trace, so
$$\sum_l(\epsilon_{kil}t_{lj}+\epsilon_{kjl}t_{il})=0.$$
With $k=j\neq i$ only one term survives, and it makes an off-diagonal element vanish. With $k,i,j$ all different, the equation makes two diagonal elements equal. Hence $t_{ij}=\delta_{ij}S/3$, where $S=\sum_i t_{ii}$ is the total line strength. For a polarization vector $e$,
$$\operatorname{tr}\Big[\Big(\sum_i e_iD_i\Big)^\dagger\sum_j e_jD_j\Big]=\sum_{ij}\bar e_ie_jt_{ij}=\frac S3\sum_i|e_i|^2 .$$

**Scalars.** Set $i=j$ in the product rule and sum. The right side becomes $i\sum_{il}\epsilon_{kil}(D_l^\dagger D_i+D_i^\dagger D_l)$, an antisymmetric symbol contracted with a symmetric bracket, which is zero. So $P=\sum_iD_i^\dagger D_i$ commutes with every $J_k$. With the roles exchanged, $Q=\sum_iD_iD_i^\dagger$ commutes with every $J'_k$.

**Centroid.** Since $P$ commutes with $J_i$, cyclicity gives $\operatorname{tr}(PJ_iJ_j)=\operatorname{tr}(J_iPJ_j)=\operatorname{tr}(PJ_jJ_i)$. Therefore
$$0=\operatorname{tr}(P[J_i,J_j])=i\sum_l\epsilon_{ijl}\operatorname{tr}(PJ_l),$$
and a suitable pair $i,j$ isolates each $\operatorname{tr}(PJ_k)=0$. Likewise $\operatorname{tr}(QJ'_k)=0$. Thus
$$\sum_i\operatorname{tr}\big[D_i^\dagger(g'J'_kD_i-gD_iJ_k)\big]=g'\operatorname{tr}(QJ'_k)-g\operatorname{tr}(PJ_k)=0 .$$
If $J'_z$ and $J_z$ are diagonal with entries $\mu'_a$ and $\mu_b$, writing out the trace gives
$$\sum_{i,a,b}|(D_i)_{ab}|^2(g'\mu'_a-g\mu_b)=0 .$$
When $S\neq0$, division by $S$ turns this into a vanishing mean shift.

## What the Lean theorems say about the line

The finite index types `m` and `n` label upper and lower sublevels, so `D i` has type `Matrix m n ℂ`. Axes $x,y,z$ are numbered 0, 1, 2, and `eps` is the Levi-Civita table. `IsAngularMomentum` contains Hermiticity and the commutation relations; irreducibility is not required. `IsVectorOperator` is the displayed relation for $D$, the rotational behaviour of an electric-dipole operator, for example.

`zeeman_line_sum_rules` states the isotropy of $t_{ij}$, the commutation of $P$ with $J$, and the vanishing first moment for real `g'`, `g` and each coordinate axis `k`. `unpolarized` treats any complex polarization vector, normalized or not. `centroid_unshifted` is the sum over individual components, with `μ'` and `μ` as the magnetic quantum numbers.

The linear shifts $g'\mu'_a$ and $g\mu_b$ are assumed. They stand for first-order perturbation theory in a field too weak to mix different levels. The weights are line strengths with equal weight for all sublevels and all three Cartesian components; unequal populations, frequency factors in intensities and the mean shift seen in one circular polarization are not covered.

Within this finite, first-order model, the rules give a check on computed dipole matrix elements and simulated Zeeman patterns.

```lean
import Mathlib

open Matrix

namespace ZeemanLineSumRules

noncomputable section

variable {m n p : Type*} [Fintype m] [Fintype n] [Fintype p]

/-- The Levi-Civita symbol, with the axes x, y, z numbered 0, 1, 2. -/
def eps (i j k : Fin 3) : ℂ :=
  ![![![0, 0, 0], ![0, 0, 1], ![0, -1, 0]],
    ![![0, 0, -1], ![0, 0, 0], ![1, 0, 0]],
    ![![0, 1, 0], ![-1, 0, 0], ![0, 0, 0]]] i j k

/-- Three Hermitian matrices with the angular-momentum commutation relations (ħ = 1). -/
structure IsAngularMomentum (J : Fin 3 → Matrix n n ℂ) : Prop where
  herm : ∀ i, (J i)ᴴ = J i
  comm : ∀ i j, J i * J j - J j * J i = Complex.I • ∑ k, eps i j k • J k

/-- The matrices `D i` are the components of a vector operator from the level
with angular momentum `J` to the level with angular momentum `J'`. -/
def IsVectorOperator (J' : Fin 3 → Matrix m m ℂ) (J : Fin 3 → Matrix n n ℂ)
    (D : Fin 3 → Matrix m n ℂ) : Prop :=
  ∀ i j, J' i * D j - D j * J i = Complex.I • ∑ k, eps i j k • D k

/-- The total line strength, summed over all sublevels and the three Cartesian components. -/
def totalStrength (D : Fin 3 → Matrix m n ℂ) : ℂ :=
  ∑ i, Matrix.trace ((D i)ᴴ * D i)

/-- The adjoints of a vector operator form a vector operator in the opposite direction. -/
theorem IsVectorOperator.adjoint {J' : Fin 3 → Matrix m m ℂ} {J : Fin 3 → Matrix n n ℂ}
    {D : Fin 3 → Matrix m n ℂ} (hJ' : IsAngularMomentum J') (hJ : IsAngularMomentum J)
    (hD : IsVectorOperator J' J D) : IsVectorOperator J J' (fun i => (D i)ᴴ) := by
  intro i j
  change J i * (D j)ᴴ - (D j)ᴴ * J' i = Complex.I • ∑ k, eps i j k • (D k)ᴴ
  have hs : ∀ k, star (eps i j k) = eps i j k := by
    intro k
    fin_cases i <;> fin_cases j <;> fin_cases k <;> simp [eps]
  have hI : star Complex.I = -Complex.I := Complex.conj_I
  have h := congrArg Matrix.conjTranspose (hD i j)
  simp only [Matrix.conjTranspose_sub, Matrix.conjTranspose_mul, Matrix.conjTranspose_smul,
    Matrix.conjTranspose_sum, hJ'.herm, hJ.herm, hs, hI] at h
  rw [← neg_sub, h, neg_smul, neg_neg]

/-- Product rule: a rotation acts on each factor of a product of two vector operators. -/
theorem product_rule {K : Fin 3 → Matrix p p ℂ} {J' : Fin 3 → Matrix m m ℂ}
    {J : Fin 3 → Matrix n n ℂ} {A : Fin 3 → Matrix p m ℂ} {B : Fin 3 → Matrix m n ℂ}
    (hA : IsVectorOperator K J' A) (hB : IsVectorOperator J' J B) (k i j : Fin 3) :
    K k * (A i * B j) - A i * B j * J k =
      Complex.I • (∑ l, eps k i l • (A l * B j) + ∑ l, eps k j l • (A i * B l)) := by
  calc K k * (A i * B j) - A i * B j * J k
      = (K k * A i - A i * J' k) * B j + A i * (J' k * B j - B j * J k) := by
        simp only [Matrix.sub_mul, Matrix.mul_sub, Matrix.mul_assoc]
        abel
    _ = _ := by
        rw [hA k i, hB k j]
        simp only [Matrix.smul_mul, Matrix.mul_smul, Matrix.sum_mul, Matrix.mul_sum, smul_add]

/-- The scalar product of two vector operators intertwines the angular momenta. -/
theorem scalar_product {K : Fin 3 → Matrix p p ℂ} {J' : Fin 3 → Matrix m m ℂ}
    {J : Fin 3 → Matrix n n ℂ} {A : Fin 3 → Matrix p m ℂ} {B : Fin 3 → Matrix m n ℂ}
    (hA : IsVectorOperator K J' A) (hB : IsVectorOperator J' J B) (k : Fin 3) :
    K k * ∑ i, A i * B i = (∑ i, A i * B i) * J k := by
  rw [← sub_eq_zero]
  calc K k * ∑ i, A i * B i - (∑ i, A i * B i) * J k
      = ∑ i, (K k * (A i * B i) - A i * B i * J k) := by
        rw [Matrix.mul_sum, Matrix.sum_mul, Finset.sum_sub_distrib]
    _ = 0 := by
        -- the antisymmetric symbol meets a symmetric sum
        simp only [product_rule hA hB, Fin.sum_univ_three]
        fin_cases k <;> simp [eps]

/-- A rank-two tensor invariant under infinitesimal rotations is a multiple of the identity. -/
theorem isotropic_tensor (t : Fin 3 → Fin 3 → ℂ)
    (r : ∀ k i j, ∑ l, eps k i l * t l j + ∑ l, eps k j l * t i l = 0) (i j : Fin 3) :
    t i j = if i = j then (∑ k, t k k) / 3 else 0 := by
  have h01 : t 0 1 = 0 := by simpa [eps, Fin.sum_univ_three] using r 1 2 1
  have h02 : t 0 2 = 0 := by simpa [eps, Fin.sum_univ_three] using r 2 1 2
  have h10 : t 1 0 = 0 := by simpa [eps, Fin.sum_univ_three] using r 0 2 0
  have h12 : t 1 2 = 0 := by simpa [eps, Fin.sum_univ_three] using r 2 0 2
  have h20 : t 2 0 = 0 := by simpa [eps, Fin.sum_univ_three] using r 0 1 0
  have h21 : t 2 1 = 0 := by simpa [eps, Fin.sum_univ_three] using r 1 0 1
  have a : t 1 1 - t 0 0 = 0 := by
    have h := r 2 0 1
    simp [eps, Fin.sum_univ_three] at h
    linear_combination h
  have b : t 2 2 - t 1 1 = 0 := by
    have h := r 0 1 2
    simp [eps, Fin.sum_univ_three] at h
    linear_combination h
  fin_cases i <;> fin_cases j <;>
    simp [Fin.sum_univ_three, h01, h02, h10, h12, h20, h21] <;>
    first
    | linear_combination (-2 * a - b) / 3
    | linear_combination (a - b) / 3
    | linear_combination (a + 2 * b) / 3

/-- If `S` commutes with an angular momentum `J`, the trace of `S * J k` vanishes. -/
theorem trace_scalar_mul {J : Fin 3 → Matrix n n ℂ} (hJ : IsAngularMomentum J)
    {S : Matrix n n ℂ} (hS : ∀ k, J k * S = S * J k) (k : Fin 3) :
    Matrix.trace (S * J k) = 0 := by
  have key : ∀ i j, ∑ l, eps i j l * Matrix.trace (S * J l) = 0 := by
    intro i j
    have h : Matrix.trace (S * (J i * J j - J j * J i)) = 0 := by
      rw [Matrix.mul_sub, Matrix.trace_sub, ← Matrix.mul_assoc S (J i) (J j), ← hS i,
        Matrix.mul_assoc (J i), Matrix.trace_mul_comm (J i), Matrix.mul_assoc, sub_self]
    rw [hJ.comm i j] at h
    simp only [Matrix.mul_smul, Matrix.mul_sum, Matrix.trace_smul, Matrix.trace_sum,
      smul_eq_mul] at h
    exact (mul_eq_zero.mp h).resolve_left Complex.I_ne_zero
  fin_cases k
  · simpa [eps, Fin.sum_univ_three] using key 1 2
  · simpa [eps, Fin.sum_univ_three] using key 2 0
  · simpa [eps, Fin.sum_univ_three] using key 0 1

/-- Zeeman line sum rules: the summed strengths are isotropic, the operator `∑ Dᵢ† Dᵢ` commutes with
`J`, and the strength-weighted sum of the Zeeman shifts vanishes for a field along each coordinate
axis. -/
theorem zeeman_line_sum_rules {J' : Fin 3 → Matrix m m ℂ} {J : Fin 3 → Matrix n n ℂ}
    {D : Fin 3 → Matrix m n ℂ} (hJ' : IsAngularMomentum J') (hJ : IsAngularMomentum J)
    (hD : IsVectorOperator J' J D) :
    (∀ i j, Matrix.trace ((D i)ᴴ * D j) = if i = j then totalStrength D / 3 else 0) ∧
    (∀ k, J k * ∑ i, (D i)ᴴ * D i = (∑ i, (D i)ᴴ * D i) * J k) ∧
    (∀ (g' g : ℝ) (k : Fin 3), ∑ i, Matrix.trace
      ((D i)ᴴ * ((g' : ℂ) • (J' k * D i) - (g : ℂ) • (D i * J k))) = 0) := by
  have hA := hD.adjoint hJ' hJ
  refine ⟨?_, fun k => scalar_product hA hD k, ?_⟩
  · -- the trace of a commutator vanishes, so the strength tensor is invariant
    refine isotropic_tensor (fun i j => Matrix.trace ((D i)ᴴ * D j)) fun k i j => ?_
    have h := congrArg Matrix.trace (product_rule hA hD k i j)
    rw [Matrix.trace_sub, Matrix.trace_mul_comm (J k), sub_self] at h
    simp only [Matrix.trace_smul, Matrix.trace_add, Matrix.trace_sum, smul_eq_mul] at h
    exact (mul_eq_zero.mp h.symm).resolve_left Complex.I_ne_zero
  · intro g' g k
    -- upper and lower level contribute zero separately
    have a : ∑ i, Matrix.trace (D i * (D i)ᴴ * J' k) = 0 := by
      rw [← Matrix.trace_sum, ← Matrix.sum_mul]
      exact trace_scalar_mul hJ' (fun l => scalar_product hD hA l) k
    have b : ∑ i, Matrix.trace ((D i)ᴴ * D i * J k) = 0 := by
      rw [← Matrix.trace_sum, ← Matrix.sum_mul]
      exact trace_scalar_mul hJ (fun l => scalar_product hA hD l) k
    have e : ∀ i, Matrix.trace
        ((D i)ᴴ * ((g' : ℂ) • (J' k * D i) - (g : ℂ) • (D i * J k))) =
        g' * Matrix.trace (D i * (D i)ᴴ * J' k) - g * Matrix.trace ((D i)ᴴ * D i * J k) := by
      intro i
      rw [Matrix.mul_sub, Matrix.trace_sub, Matrix.mul_smul, Matrix.mul_smul,
        Matrix.trace_smul, Matrix.trace_smul, smul_eq_mul, smul_eq_mul,
        Matrix.trace_mul_comm (D i)ᴴ (J' k * D i), Matrix.mul_assoc (J' k),
        Matrix.trace_mul_comm (J' k), ← Matrix.mul_assoc (D i)ᴴ (D i) (J k)]
    simp only [e, Finset.sum_sub_distrib, ← Finset.mul_sum, a, b, mul_zero, sub_zero]

/-- The summed strength for a complex polarization vector `e` is its squared norm times one third
of the total strength. -/
theorem unpolarized {J' : Fin 3 → Matrix m m ℂ} {J : Fin 3 → Matrix n n ℂ}
    {D : Fin 3 → Matrix m n ℂ} (hJ' : IsAngularMomentum J') (hJ : IsAngularMomentum J)
    (hD : IsVectorOperator J' J D) (e : Fin 3 → ℂ) :
    Matrix.trace ((∑ i, e i • D i)ᴴ * ∑ i, e i • D i) =
      ((∑ i, ‖e i‖ ^ 2 : ℝ) : ℂ) * (totalStrength D / 3) := by
  push_cast
  simp only [Matrix.conjTranspose_sum, Matrix.conjTranspose_smul, Matrix.sum_mul,
    Matrix.mul_sum, Matrix.smul_mul, Matrix.mul_smul, Matrix.trace_sum, Matrix.trace_smul,
    smul_eq_mul, (zeeman_line_sum_rules hJ' hJ hD).1, mul_ite, mul_zero,
    Finset.sum_ite_eq', Finset.mem_univ, if_true]
  rw [Finset.sum_mul]
  refine Finset.sum_congr rfl fun i _ => ?_
  have h := Complex.conj_mul' (e i)
  rw [← Complex.star_def] at h
  linear_combination (totalStrength D / 3) * h

/-- With magnetic quantum numbers `μ'` and `μ` along z, the Zeeman shifts `g' μ' - g μ` of all
components, weighted by their strengths, sum to zero. -/
theorem centroid_unshifted [DecidableEq m] [DecidableEq n]
    {J' : Fin 3 → Matrix m m ℂ} {J : Fin 3 → Matrix n n ℂ}
    {D : Fin 3 → Matrix m n ℂ} (hJ' : IsAngularMomentum J') (hJ : IsAngularMomentum J)
    (hD : IsVectorOperator J' J D) (μ' : m → ℝ) (μ : n → ℝ)
    (hμ' : J' 2 = Matrix.diagonal fun a => (μ' a : ℂ))
    (hμ : J 2 = Matrix.diagonal fun b => (μ b : ℂ)) (g' g : ℝ) :
    ∑ i, ∑ a, ∑ b, ‖D i a b‖ ^ 2 * (g' * μ' a - g * μ b) = 0 := by
  have h := (zeeman_line_sum_rules hJ' hJ hD).2.2 g' g 2
  rw [hμ', hμ] at h
  apply Complex.ofReal_injective
  rw [Complex.ofReal_zero, ← h, Complex.ofReal_sum]
  refine Finset.sum_congr rfl fun i _ => ?_
  push_cast
  rw [Finset.sum_comm]
  simp only [Matrix.trace, Matrix.diag_apply]
  refine Finset.sum_congr rfl fun b _ => ?_
  rw [Matrix.mul_apply]
  refine Finset.sum_congr rfl fun a _ => ?_
  rw [Matrix.conjTranspose_apply, Matrix.sub_apply, Matrix.smul_apply, Matrix.smul_apply,
    Matrix.diagonal_mul, Matrix.mul_diagonal, smul_eq_mul, smul_eq_mul]
  have hc := Complex.conj_mul' (D i a b)
  rw [← Complex.star_def] at hc
  linear_combination (-(g' * μ' a - g * μ b : ℂ)) * hc

/-- The spin one-half matrices. -/
def spinHalf : Fin 3 → Matrix (Fin 2) (Fin 2) ℂ :=
  ![!![0, 1 / 2; 1 / 2, 0], !![0, -Complex.I / 2; Complex.I / 2, 0], !![1 / 2, 0; 0, -1 / 2]]

/-- Spin one-half, acting as its own vector operator, meets the hypotheses of the centroid rule
with magnetic quantum numbers 1/2 and -1/2. -/
theorem centroid_witness :
    IsAngularMomentum spinHalf ∧ IsVectorOperator spinHalf spinHalf spinHalf ∧
    spinHalf 2 = Matrix.diagonal fun a => ((![1 / 2, -1 / 2] a : ℝ) : ℂ) := by
  have hc : IsVectorOperator spinHalf spinHalf spinHalf := by
    intro i j
    ext a b
    fin_cases i <;> fin_cases j <;> fin_cases a <;> fin_cases b <;>
      simp [spinHalf, eps, Fin.sum_univ_succ, Complex.ext_iff] <;> norm_num
  refine ⟨⟨?_, hc⟩, hc, ?_⟩
  · intro i
    ext a b
    fin_cases i <;> fin_cases a <;> fin_cases b <;> simp [spinHalf]
  · ext a b
    fin_cases a <;> fin_cases b <;> simp [spinHalf]

end

end ZeemanLineSumRules
```

```lean
#print axioms ZeemanLineSumRules.zeeman_line_sum_rules
#print axioms ZeemanLineSumRules.unpolarized
#print axioms ZeemanLineSumRules.centroid_unshifted
```

```
'ZeemanLineSumRules.zeeman_line_sum_rules' depends on axioms: [propext, Classical.choice, Quot.sound]
'ZeemanLineSumRules.unpolarized' depends on axioms: [propext, Classical.choice, Quot.sound]
'ZeemanLineSumRules.centroid_unshifted' depends on axioms: [propext, Classical.choice, Quot.sound]
```

## How the proof follows the algebra

`IsVectorOperator.adjoint` takes the conjugate transpose of the defining relation; this is where Hermiticity enters. `product_rule` inserts the intermediate term and substitutes the two vector relations. `scalar_product` sums that rule over equal indices, and `fin_cases k` checks the cancellation for each axis.

`isotropic_tensor` picks the index choices described above: six give the zero off-diagonal elements, and two give the equalities `a` and `b` between diagonal ones. `linear_combination` then yields the factor one third. `trace_scalar_mul` is the cyclicity argument, with the factor $i$ cancelled by `Complex.I_ne_zero`; its matrix `S` stands for $P$ or $Q$, not for the line strength.

In the main theorem, the trace of `product_rule` supplies the invariance that `isotropic_tensor` needs. For the first moment, `a` and `b` are the separate zeros of the upper and lower level, and `e` rearranges each trace into those two forms. `unpolarized` expands the double sum over polarization components, while `centroid_unshifted` expands the trace into matrix elements.

`centroid_witness` supplies a concrete nonzero example: two spin-one-half levels, with the spin matrices themselves as $D_i$ and quantum numbers $\pm1/2$.

## Equal decay strengths of the upper sublevels

The same scalar argument has a neighbouring consequence, which goes beyond the Lean file. If the upper level is a single irreducible multiplet of angular momentum $j'$, Schur's lemma turns $[Q,J'_k]=0$ into $Q=\frac{S}{2j'+1}\mathbf 1$. Every upper magnetic sublevel then has the same total strength to the lower level.
